# For a linearly bounded amplitude with nonzero derivative at the symmetric geometry, the dipole intensity of a forbidden XANES transition starts out linear in the mean square displacement

## Two displaced geometries

Take one vibrational coordinate u that is +s or −s with equal probability, and a real transition dipole amplitude M(u) = m u, where m is a constant. At the symmetric geometry u = 0 the transition is forbidden. The average amplitude is zero as well, since the two geometries contribute m s and −m s. The average intensity is not zero:

½ (m s)² + ½ (−m s)² = m² s².

The mean square displacement is s², so the intensity is proportional to it, with slope m². Squaring comes before averaging, and the sign of the displacement drops out.

A 1s → 3d transition at a centrosymmetric metal site is a typical case: parity forbids it in the dipole approximation, and odd vibrations give it intensity. In an actual molecule or solid the amplitude is in general not exactly linear in u, and a thermal coordinate has a continuous distribution. If the amplitude is differentiable at u = 0 and grows at most linearly with |u|, the proportionality survives as a limit for small displacements.

## The model and its hypotheses

Let V be the space of nuclear displacements from the symmetric geometry and E the space in which the amplitude M takes its values. Both are real normed spaces, so M may be a real number, a complex number or a dipole vector. For a vector, E should carry the Euclidean norm, so that ‖M‖² is the sum of the squared magnitudes of the components.

Displacements are written s x, where the number s sets the scale and x is drawn from a distribution μ. The averaged intensity is

A(s) = ∫ ‖M(s x)‖² dμ(x),

which is `averagedIntensity μ M s` in Lean. For one coordinate with a centred Gaussian distribution of variance v, the intensity is

I(v) = ∫ ‖M(u)‖² dN(0, v)(u),

which is `thermalIntensity M v`. The second argument of `gaussianReal 0 v` is the variance, not the standard deviation, so v is the mean square displacement.

There are three hypotheses on M:

- `StronglyMeasurable M` is a regularity condition that allows integration.
- `HasFDerivAt M L 0` says that M has the linear map L as its derivative at the symmetric geometry. With one coordinate this becomes `HasDerivAt M m 0`, where m = M′(0). No derivative is required elsewhere.
- `hC` is the growth bound ‖M(u)‖ ≤ C‖u‖ for all u, with a constant C.

The growth bound is assumed, not derived from electronic structure. At u = 0 it gives M(0) = 0, the selection rule. At large u it keeps rare, strongly distorted geometries from dominating the average. A bounded amplitude that vanishes at 0 and is differentiable there satisfies it for some C.

## What the theorems say

The many-mode law, `averagedIntensity_tendsto`, assumes that ‖x‖² is integrable under μ and concludes

A(s)/s² → ∫ ‖L x‖² dμ(x) as s → 0, s ≠ 0.

The filter `𝓝[≠] 0` lets s approach zero from either side. The distribution need not be Gaussian or centred.

For a standard normal coordinate, `forbidden_intensity_tendsto` gives A(s)/s² → ‖m‖². With the variance as variable, `thermalIntensity_tendsto` gives

I(v)/v → ‖m‖² as v → 0, v > 0.

Finally, if m ≠ 0 and r > 0 is fixed, `thermalIntensity_ratio` gives I(r v)/I(v) → r.

These are leading-order statements without an error estimate. If m = 0 the slope is zero, and the theorem says only that the intensity vanishes faster than v. The model has no static quadrupole intensity, no photon-energy prefactor and no vibrational line shape. Temperature enters only through v, which stays positive at zero temperature because of zero-point motion.

## Derivation by dominated convergence

The growth bound, applied to the displacement s x, gives

‖M(s x)‖² ≤ (C |s| ‖x‖)² = C² ‖x‖² s².

For s ≠ 0, division by s² leaves a bound that does not depend on s:

‖M(s x)‖²/s² ≤ C² ‖x‖².

Now fix x. Since M(0) = 0, differentiability at 0 means

M(s x)/s = (M(s x) − M(0))/s → L x,

and taking squared norms gives ‖M(s x)‖²/s² → ‖L x‖².

The integrand therefore converges at every x and stays below C²‖x‖², which is integrable. Dominated convergence moves the limit inside the integral:

A(s)/s² = ∫ ‖M(s x)‖²/s² dμ(x) → ∫ ‖L x‖² dμ(x).

With one coordinate, L x = x m. For a standard normal x the mean is 0 and the variance is 1, so

∫ ‖x m‖² dN(0, 1)(x) = ‖m‖² ∫ x² dN(0, 1)(x) = ‖m‖².

If x is standard normal, √v x has variance v. Hence I(v) = A(√v), and with s = √v

I(v)/v = A(s)/s² → ‖m‖².

For the ratio, write

I(r v)/I(v) = r · [I(r v)/(r v)] / [I(v)/v].

Both brackets tend to ‖m‖² ≠ 0, so the right-hand side tends to r.

## The slope in a calculation

In a one-mode harmonic calculation, the limit justifies estimating a weak forbidden intensity as v‖m‖² when v is small. The derivative can be taken from two displaced geometries with a small step h:

m ≈ (M(h) − M(−h))/(2h).

The electronic states at the two geometries need consistent phases, because an arbitrary sign change in one of them spoils the difference.

The other route samples geometries from the thermal distribution and averages the computed intensities ‖M(u)‖². It needs no phase alignment and keeps the higher orders in u. Averaging the geometries first would return the symmetric structure and zero dipole intensity.

## The Lean file

```lean
import Mathlib

open MeasureTheory ProbabilityTheory Filter Topology
open scoped NNReal

namespace ForbiddenXANES

noncomputable section

variable {V E : Type*} [NormedAddCommGroup V] [NormedSpace ℝ V]
  [NormedAddCommGroup E] [NormedSpace ℝ E]

/-- The intensity averaged over nuclear displacements `s • x`, where `x` is distributed
according to `μ` and `M` is the dipole amplitude as a function of displacement. -/
def averagedIntensity [MeasurableSpace V] (μ : Measure V) (M : V → E) (s : ℝ) : ℝ :=
  ∫ x, ‖M (s • x)‖ ^ 2 ∂μ

/-- The intensity averaged over one normal coordinate with a centred Gaussian distribution
of mean square displacement `v`. -/
def thermalIntensity (M : ℝ → E) (v : ℝ≥0) : ℝ :=
  ∫ u, ‖M u‖ ^ 2 ∂(gaussianReal 0 v)

omit [NormedSpace ℝ E] in
/-- An amplitude that grows at most linearly with displacement gives an intensity that
grows at most quadratically with the displacement scale `s`. -/
theorem intensity_le {M : V → E} {C : ℝ} (hC : ∀ u, ‖M u‖ ≤ C * ‖u‖) (s : ℝ) (x : V) :
    ‖M (s • x)‖ ^ 2 ≤ (C * ‖x‖) ^ 2 * s ^ 2 := by
  have h := pow_le_pow_left₀ (norm_nonneg _) (hC (s • x)) 2
  rw [norm_smul, Real.norm_eq_abs] at h
  calc ‖M (s • x)‖ ^ 2 ≤ (C * (|s| * ‖x‖)) ^ 2 := h
    _ = (C * ‖x‖) ^ 2 * |s| ^ 2 := by ring
    _ = (C * ‖x‖) ^ 2 * s ^ 2 := by rw [sq_abs]

/-- As `s` tends to zero along a fixed displacement `x`, the intensity of a transition forbidden at
the reference geometry, divided by `s ^ 2`, tends to the squared norm of the dipole derivative along
`x`. -/
theorem intensity_along_displacement {M : V → E} {L : V →L[ℝ] E}
    (hL : HasFDerivAt M L 0) (h0 : M 0 = 0) (x : V) :
    Tendsto (fun s : ℝ => ‖M (s • x)‖ ^ 2 / s ^ 2) (𝓝[≠] 0) (𝓝 (‖L x‖ ^ 2)) := by
  have h := hL.hasLineDerivAt x
  unfold HasLineDerivAt at h
  simp only [zero_add] at h
  have h2 := hasDerivAt_iff_tendsto_slope_zero.1 h
  simp only [zero_add, zero_smul, h0, sub_zero] at h2
  refine (h2.norm.pow 2).congr fun s => ?_
  rw [norm_smul, norm_inv, mul_pow, inv_pow, Real.norm_eq_abs, sq_abs]
  ring

/-- Many-mode law, as `s` tends to zero: for a displacement distribution with finite second moment
and an amplitude that grows at most linearly with displacement, the averaged intensity divided by `s
^ 2` tends to the average of the squared first-order dipole. -/
theorem averagedIntensity_tendsto [MeasurableSpace V] [BorelSpace V] {μ : Measure V}
    (hμ : Integrable (fun x => ‖x‖ ^ 2) μ) {M : V → E} {L : V →L[ℝ] E} {C : ℝ}
    (hM : StronglyMeasurable M) (hL : HasFDerivAt M L 0) (hC : ∀ u, ‖M u‖ ≤ C * ‖u‖) :
    Tendsto (fun s : ℝ => averagedIntensity μ M s / s ^ 2) (𝓝[≠] 0)
      (𝓝 (∫ x, ‖L x‖ ^ 2 ∂μ)) := by
  -- the growth bound makes the transition forbidden at the reference geometry
  have h0 : M 0 = 0 := by
    have h := hC 0
    rw [norm_zero, mul_zero] at h
    exact norm_le_zero_iff.1 h
  have key : Tendsto (fun s : ℝ => ∫ x, ‖M (s • x)‖ ^ 2 / s ^ 2 ∂μ) (𝓝[≠] 0)
      (𝓝 (∫ x, ‖L x‖ ^ 2 ∂μ)) := by
    -- dominated convergence with a quadratic majorant
    refine tendsto_integral_filter_of_dominated_convergence
      (fun x => (C * ‖x‖) ^ 2) ?_ ?_ ?_ ?_
    · refine Eventually.of_forall fun s => ?_
      have hs : StronglyMeasurable (fun x : V => M (s • x)) :=
        hM.comp_measurable (continuous_const_smul s).measurable
      exact ((hs.norm.measurable.pow_const 2).div_const _).aestronglyMeasurable
    · filter_upwards [self_mem_nhdsWithin] with s hs
      refine Eventually.of_forall fun x => ?_
      have hs' : s ≠ 0 := hs
      have hpos : 0 < s ^ 2 := by positivity
      rw [Real.norm_of_nonneg (by positivity), div_le_iff₀ hpos]
      exact intensity_le hC s x
    · simp only [mul_pow]
      exact hμ.const_mul (C ^ 2)
    · exact Eventually.of_forall fun x => intensity_along_displacement hL h0 x
  refine key.congr fun s => ?_
  exact integral_div _ _

/-- A standard normal coordinate has mean square displacement one. -/
theorem gaussian_second_moment : ∫ x, x ^ 2 ∂(gaussianReal 0 1) = 1 := by
  have h := variance_of_integral_eq_zero (μ := gaussianReal 0 1) (X := id)
    aemeasurable_id (by simp)
  rw [variance_id_gaussianReal] at h
  simpa using h.symm

/-- One-mode law, as `s` tends to zero: for an amplitude that grows at most linearly with
displacement and a standard normal coordinate scaled by `s`, the averaged intensity divided by `s ^
2` tends to the squared norm of the dipole derivative `m`. -/
theorem forbidden_intensity_tendsto {M : ℝ → E} {m : E} {C : ℝ}
    (hM : StronglyMeasurable M) (hm : HasDerivAt M m 0) (hC : ∀ u, ‖M u‖ ≤ C * |u|) :
    Tendsto (fun s : ℝ => averagedIntensity (gaussianReal 0 1) M s / s ^ 2) (𝓝[≠] 0)
      (𝓝 (‖m‖ ^ 2)) := by
  have hLp : MemLp (id : ℝ → ℝ) 2 (gaussianReal 0 1) := by
    exact_mod_cast memLp_id_gaussianReal (μ := 0) (v := 1) 2
  have hint : Integrable (fun x : ℝ => ‖x‖ ^ 2) (gaussianReal 0 1) := by
    simpa using hLp.integrable_sq
  have h := averagedIntensity_tendsto hint hM hm.hasFDerivAt hC
  simp only [ContinuousLinearMap.toSpanSingleton_apply, norm_smul, mul_pow,
    integral_mul_const, Real.norm_eq_abs, sq_abs, gaussian_second_moment, one_mul] at h
  exact h

omit [NormedSpace ℝ E] in
/-- Averaging over a Gaussian coordinate of mean square displacement `v` is the same as
averaging over a standard normal coordinate scaled by `√v`. -/
theorem thermalIntensity_eq {M : ℝ → E} (hM : StronglyMeasurable M) (v : ℝ≥0) :
    thermalIntensity M v = averagedIntensity (gaussianReal 0 1) M (√(v : ℝ)) := by
  have hmap : (gaussianReal 0 1).map (fun x => √(v : ℝ) * x) = gaussianReal 0 v := by
    rw [gaussianReal_map_const_mul, mul_zero, mul_one]
    congr 1
    exact NNReal.eq (Real.sq_sqrt v.coe_nonneg)
  unfold thermalIntensity averagedIntensity
  rw [← hmap]
  exact integral_map (measurable_const_mul _).aemeasurable
    (hM.norm.measurable.pow_const 2).aestronglyMeasurable

/-- For an amplitude that grows at most linearly with displacement, the forbidden intensity is
linear in the mean square displacement `v` to leading order as `v` tends to zero, with slope the
squared norm of the dipole derivative. -/
theorem thermalIntensity_tendsto {M : ℝ → E} {m : E} {C : ℝ}
    (hM : StronglyMeasurable M) (hm : HasDerivAt M m 0) (hC : ∀ u, ‖M u‖ ≤ C * |u|) :
    Tendsto (fun v : ℝ≥0 => thermalIntensity M v / (v : ℝ)) (𝓝[>] 0) (𝓝 (‖m‖ ^ 2)) := by
  have hc : Continuous (fun v : ℝ≥0 => √(v : ℝ)) := by fun_prop
  have hs : Tendsto (fun v : ℝ≥0 => √(v : ℝ)) (𝓝[>] 0) (𝓝[≠] 0) := by
    refine tendsto_nhdsWithin_iff.2
      ⟨(hc.tendsto' 0 0 (by simp)).mono_left nhdsWithin_le_nhds, ?_⟩
    filter_upwards [self_mem_nhdsWithin] with v hv
    exact (Real.sqrt_pos.2 (NNReal.coe_pos.2 hv)).ne'
  refine ((forbidden_intensity_tendsto hM hm hC).comp hs).congr fun v => ?_
  rw [Function.comp_apply, Real.sq_sqrt v.coe_nonneg, thermalIntensity_eq hM]

/-- If the amplitude grows at most linearly with displacement and the dipole derivative at zero
displacement is nonzero, the ratio of the forbidden intensities at mean square displacements `r * v`
and `v` tends to `r` as `v` tends to zero. -/
theorem thermalIntensity_ratio {M : ℝ → E} {m : E} {C : ℝ}
    (hM : StronglyMeasurable M) (hm : HasDerivAt M m 0) (hC : ∀ u, ‖M u‖ ≤ C * |u|)
    (hm0 : m ≠ 0) {r : ℝ≥0} (hr : 0 < r) :
    Tendsto (fun v : ℝ≥0 => thermalIntensity M (r * v) / thermalIntensity M v)
      (𝓝[>] 0) (𝓝 (r : ℝ)) := by
  have h := thermalIntensity_tendsto hM hm hC
  have hc : Continuous (fun v : ℝ≥0 => r * v) := by fun_prop
  have hs : Tendsto (fun v : ℝ≥0 => r * v) (𝓝[>] 0) (𝓝[>] 0) := by
    refine tendsto_nhdsWithin_iff.2
      ⟨(hc.tendsto' 0 0 (by simp)).mono_left nhdsWithin_le_nhds, ?_⟩
    filter_upwards [self_mem_nhdsWithin] with v hv
    exact mul_pos hr hv
  have hne : ‖m‖ ^ 2 ≠ 0 := pow_ne_zero 2 (norm_ne_zero_iff.2 hm0)
  -- both intensities have the same slope, which cancels in the quotient
  have hq := ((h.comp hs).div h hne).mul_const (r : ℝ)
  rw [div_self hne, one_mul] at hq
  refine hq.congr' ?_
  filter_upwards [self_mem_nhdsWithin] with v hv
  have hv' : (v : ℝ) ≠ 0 := (NNReal.coe_pos.2 hv).ne'
  have hr' : (r : ℝ) ≠ 0 := (NNReal.coe_pos.2 hr).ne'
  simp only [Pi.div_apply, Function.comp_apply, NNReal.coe_mul]
  by_cases hb : thermalIntensity M v = 0
  · simp [hb]
  · field_simp

end

end ForbiddenXANES
```

```lean
#print axioms ForbiddenXANES.thermalIntensity_ratio
```

```
'ForbiddenXANES.thermalIntensity_ratio' depends on axioms: [propext, Classical.choice, Quot.sound]
```

## How the proof follows the derivation

`intensity_le` is the growth estimate. It squares the hypothesis `hC` with `pow_le_pow_left₀`, and the `calc` block collects the factors.

`intensity_along_displacement` is the limit at fixed x. It restricts the derivative to the line through 0 in the direction x, and `hasDerivAt_iff_tendsto_slope_zero` turns this into convergence of the difference quotient. The term `h2.norm.pow 2` then takes the squared norm.

`averagedIntensity_tendsto` first obtains `h0 : M 0 = 0` from the growth bound. Its main step is `tendsto_integral_filter_of_dominated_convergence` with the majorant `(C * ‖x‖) ^ 2`, which leaves four goals: measurability, the bound, integrability of the majorant and the pointwise limit. The two preceding lemmas supply the second and the fourth. At the end, `integral_div` takes the factor 1/s² out of the integral.

`gaussian_second_moment` reads ∫ x² = 1 off the variance, using that the mean is zero. In `forbidden_intensity_tendsto`, the many-mode law is applied to the standard normal distribution, and `simp` evaluates the limit by writing L x as x times m and inserting this second moment.

`thermalIntensity_eq` is the change of variable I(v) = A(√v). The equation `hmap` says that multiplication by √v carries the standard normal distribution to the one with variance v, and `integral_map` transfers the integral. `thermalIntensity_tendsto` then composes the one-mode law with v ↦ √v, after checking that √v tends to zero through nonzero values.

`thermalIntensity_ratio` applies the slope law at r v and at v, divides the two limits and multiplies by r. The case split on `thermalIntensity M v = 0` is there because Lean assigns the value zero to division by zero; in the other case `field_simp` cancels the factors of v and r.
